# Two orthonormal orbital sets have the same Slater amplitudes up to a common phase exactly when one is a unitary mixing of the other

Let two electrons occupy orbitals with coefficients $Q_{0j}$ and $Q_{1j}$, where $j$ labels the modes. The amplitude for modes $j$ and $k$ is

$$D_{jk}=Q_{0j}Q_{1k}-Q_{0k}Q_{1j}.$$

Now mix the orbitals: $R_{0j}=V_{00}Q_{0j}+V_{01}Q_{1j}$ and $R_{1j}=V_{10}Q_{0j}+V_{11}Q_{1j}$. On multiplying out, the terms that use the same orbital twice cancel, and

$$R_{0j}R_{1k}-R_{0k}R_{1j}=(V_{00}V_{11}-V_{01}V_{10})\,D_{jk}.$$

Every amplitude acquires the same factor $\det V$, which is a phase if $V$ is unitary. The development below extends this to any finite number of electrons and proves the converse for orthonormal orbitals.

## Amplitudes as determinants

The type `n` labels the occupied orbitals and `m` the modes. The modes are orthonormal one-particle states, for electrons spin orbitals; a non-orthogonal atomic-orbital basis must be orthogonalised first.

```lean
import Mathlib

open Matrix

namespace SlaterOrbitalMixing

noncomputable section

variable {n m : Type*} [Fintype n] [DecidableEq n]
```

A matrix $Q$ has the orbitals as rows. A list of modes is a function $s$ from `n` to `m`, and its amplitude is

$$A_Q(s)=\det Q_s,\qquad (Q_s)_{ik}=Q_{i,s(k)}.$$

A repeated mode gives zero, and reordering the list changes at most the sign. For orthonormal orbitals these are the coefficients in the occupation-number basis, without the factor $1/\sqrt{N!}$ of the $N$-electron wavefunction in first quantisation. The amplitudes stand for the state; no Fock space is constructed.

```lean
/-- The Slater amplitude at the list `s` of modes: the determinant of the columns `s` of the
matrix `Q`, whose rows are the occupied orbitals. -/
def slaterAmplitude (Q : Matrix n m ℂ) (s : n → m) : ℂ :=
  (Q.submatrix id s).det
```

## What a mixing does

Selecting columns commutes with multiplication from the left, so $(VQ)_s=VQ_s$ and

$$A_{VQ}(s)=\det(VQ_s)=\det V\,A_Q(s).$$

This holds for every square $V$. In the proof, `h` is the statement about columns, and `Matrix.det_mul` does the rest.

```lean
/-- Mixing the occupied orbitals by a square matrix `V` multiplies every Slater amplitude
by `det V`. -/
theorem slaterAmplitude_mul (V : Matrix n n ℂ) (Q : Matrix n m ℂ) (s : n → m) :
    slaterAmplitude (V * Q) s = V.det * slaterAmplitude Q s := by
  have h : (V * Q).submatrix id s = V * Q.submatrix id s := by
    ext i j
    simp [Matrix.mul_apply]
  unfold slaterAmplitude
  rw [h, Matrix.det_mul]
```

For orthonormal orbitals the one-particle density matrix is $Q^\dagger Q$, with entries $\sum_i \overline{Q_{ij}}Q_{ik}=\langle a_j^\dagger a_k\rangle$. If $V$ is unitary,

$$(VQ)^\dagger VQ=Q^\dagger V^\dagger VQ=Q^\dagger Q.$$

```lean
/-- A unitary mixing of the rows of `Q`, orthonormal or not, leaves the matrix `Qᴴ Q` unchanged. -/
theorem density_mul {V : Matrix n n ℂ} (hV : V ∈ Matrix.unitaryGroup n ℂ)
    (Q : Matrix n m ℂ) : (V * Q)ᴴ * (V * Q) = Qᴴ * Q := by
  have h : Vᴴ * V = 1 := Matrix.mem_unitaryGroup_iff'.mp hV
  calc (V * Q)ᴴ * (V * Q) = Qᴴ * (Vᴴ * V) * Q := by
        rw [Matrix.conjTranspose_mul]
        simp only [Matrix.mul_assoc]
    _ = Qᴴ * Q := by rw [h, Matrix.mul_one]
```

Taking determinants in $VV^\dagger=1$ gives $|\det V|^2=1$, hence $|\det V|=1$. The final `nlinarith` selects the nonnegative root.

```lean
/-- The determinant of a unitary mixing matrix is a phase. -/
theorem norm_det_unitary {V : Matrix n n ℂ} (hV : V ∈ Matrix.unitaryGroup n ℂ) :
    ‖V.det‖ = 1 := by
  have h : V * Vᴴ = 1 := Matrix.mem_unitaryGroup_iff.mp hV
  have h2 := congrArg (fun M : Matrix n n ℂ => ‖M.det‖) h
  simp only [Matrix.det_mul, Matrix.det_conjTranspose, norm_mul, norm_star,
    Matrix.det_one, norm_one] at h2
  nlinarith [norm_nonneg V.det]
```

## Recovering the mixing from the amplitudes

For the converse, the orbitals must be rebuilt from determinants. Write $s[i\to j]$ for the list $s$ with its entry at position $i$ replaced by mode $j$. Cramer's rule says that the adjugate of $Q_s$, applied to column $j$ of $Q$, has as its $i$-th entry the determinant of $Q_s$ with column $i$ replaced by that column:

$$(\operatorname{adj}(Q_s)\,Q)_{ij}=A_Q(s[i\to j]).$$

In Lean the new list is `Function.update s i j`, and `h` identifies replacing a column with updating the list.

```lean
/-- Cramer's rule for orbitals: the adjugate of the block of columns `s`, applied to `Q`, has as
entries the Slater amplitudes with one mode of `s` replaced. -/
theorem adjugate_mul_apply (Q : Matrix n m ℂ) (s : n → m) (i : n) (j : m) :
    ((Q.submatrix id s).adjugate * Q) i j = slaterAmplitude Q (Function.update s i j) := by
  have h : (Q.submatrix id s).updateCol i (fun k => Q k j)
      = Q.submatrix id (Function.update s i j) := by
    ext k l
    by_cases hl : l = i <;> simp [hl]
  calc ((Q.submatrix id s).adjugate * Q) i j
      = ((Q.submatrix id s).adjugate *ᵥ (fun k => Q k j)) i := rfl
    _ = (Q.submatrix id s).cramer (fun k => Q k j) i := by
        rw [Matrix.cramer_eq_adjugate_mulVec]
    _ = slaterAmplitude Q (Function.update s i j) := by
        rw [Matrix.cramer_apply, h]
        rfl
```

The rebuilding needs a block with nonzero determinant. To find one, take a matrix $P$ with modes as rows and orbital labels as columns. Column $i$ of $QP$ is $\sum_j P_{ji}$ times column $j$ of $Q$. Since the determinant is linear in each column,

$$\det(QP)=\sum_s\Big(\prod_i P_{s(i),i}\Big)A_Q(s).$$

The sum runs over all lists; grouping them by their set of modes would lead to the Cauchy–Binet formula. The proof transposes, because Mathlib's multilinear determinant acts on rows, and `MultilinearMap.map_sum` performs the expansion. From here on the number of modes is finite.

```lean
variable [Fintype m]

/-- The determinant of `Q P` is a sum over all lists of modes of the Slater amplitudes of `Q`,
weighted by products of entries of `P`. -/
theorem det_mul_eq_sum (Q : Matrix n m ℂ) (P : Matrix m n ℂ) :
    (Q * P).det = ∑ s : n → m, (∏ i, P (s i) i) * slaterAmplitude Q s := by
  have h : (Q * P)ᵀ = fun i => ∑ j, P j i • Qᵀ j := by
    ext i k
    simp [Matrix.mul_apply, Finset.sum_apply, mul_comm]
  rw [← Matrix.det_transpose, h]
  -- the determinant is linear in each row
  change (Matrix.detRowAlternating (n := n) (R := ℂ)).toMultilinearMap
    (fun i => ∑ j, P j i • Qᵀ j) = _
  rw [MultilinearMap.map_sum]
  refine Finset.sum_congr rfl fun s _ => ?_
  rw [MultilinearMap.map_smul_univ, smul_eq_mul]
  exact congrArg (fun z => (∏ i, P (s i) i) * z) (Matrix.det_transpose (Q.submatrix id s))
```

Orthonormality of the orbitals reads $QQ^\dagger=1$. Setting $P=Q^\dagger$ makes the left-hand side $1$. If every amplitude vanished, the right-hand side would be $0$, a contradiction.

```lean
/-- Orthonormal occupied orbitals have at least one nonzero Slater amplitude. -/
theorem exists_amplitude_ne_zero {Q : Matrix n m ℂ} (hQ : Q * Qᴴ = 1) :
    ∃ s, slaterAmplitude Q s ≠ 0 := by
  by_contra! h
  have h1 := det_mul_eq_sum Q Qᴴ
  simp [hQ, h] at h1
```

Suppose now that $R=VQ$ with both sets orthonormal. Then $V$ is automatically unitary:

$$VV^\dagger=VQQ^\dagger V^\dagger=RR^\dagger=1.$$

```lean
/-- A matrix that carries one orthonormal set of occupied orbitals to another is unitary. -/
theorem unitary_of_eq_mul {Q R : Matrix n m ℂ} {V : Matrix n n ℂ} (hQ : Q * Qᴴ = 1)
    (hR : R * Rᴴ = 1) (hV : R = V * Q) : V ∈ Matrix.unitaryGroup n ℂ := by
  rw [Matrix.mem_unitaryGroup_iff]
  calc V * star V = V * (Q * Qᴴ) * Vᴴ := by
        rw [Matrix.star_eq_conjTranspose, hQ, Matrix.mul_one]
    _ = (V * Q) * (V * Q)ᴴ := by
        rw [Matrix.conjTranspose_mul]
        simp only [Matrix.mul_assoc]
    _ = 1 := by rw [← hV, hR]
```

It remains to find $V$. Assume $A_R(s)=c\,A_Q(s)$ for all $s$, with any complex $c$, and choose $s$ with $\det R_s\neq0$. By Cramer's rule the entries on both sides of

$$\operatorname{adj}(R_s)\,R=c\,\operatorname{adj}(Q_s)\,Q$$

are amplitudes, so the equation holds (`hadj`). Multiplying from the left by $R_s$ gives (`hB`)

$$\det(R_s)\,R=c\,R_s\operatorname{adj}(Q_s)\,Q.$$

Division by $\det R_s$ yields $R=VQ$ with $V=c\,(\det R_s)^{-1}R_s\operatorname{adj}(Q_s)$, and the previous step makes $V$ unitary.

```lean
/-- If the Slater amplitudes of two orthonormal sets of orbitals are proportional, then a unitary
mixing carries one set to the other. -/
theorem unitary_of_proportional {Q R : Matrix n m ℂ} (hQ : Q * Qᴴ = 1) (hR : R * Rᴴ = 1)
    (c : ℂ) (h : ∀ s, slaterAmplitude R s = c * slaterAmplitude Q s) :
    ∃ V ∈ Matrix.unitaryGroup n ℂ, R = V * Q := by
  obtain ⟨s, hs⟩ := exists_amplitude_ne_zero hR
  have hs' : (R.submatrix id s).det ≠ 0 := hs
  -- by Cramer's rule both sides consist of amplitudes
  have hadj : (R.submatrix id s).adjugate * R
      = c • ((Q.submatrix id s).adjugate * Q) := by
    ext i j
    rw [Matrix.smul_apply, adjugate_mul_apply, adjugate_mul_apply, h, smul_eq_mul]
  have hB : (R.submatrix id s).det • R
      = (c • (R.submatrix id s * (Q.submatrix id s).adjugate)) * Q := by
    calc (R.submatrix id s).det • R
        = (R.submatrix id s * (R.submatrix id s).adjugate) * R := by
          rw [Matrix.mul_adjugate, Matrix.smul_mul, Matrix.one_mul]
      _ = _ := by
          rw [Matrix.mul_assoc, hadj, Matrix.mul_smul, Matrix.smul_mul, Matrix.mul_assoc]
  obtain ⟨V, hV⟩ : ∃ V : Matrix n n ℂ, R = V * Q := by
    refine ⟨(R.submatrix id s).det⁻¹ •
      (c • (R.submatrix id s * (Q.submatrix id s).adjugate)), ?_⟩
    rw [Matrix.smul_mul, ← hB, smul_smul, inv_mul_cancel₀ hs', one_smul]
  exact ⟨V, unitary_of_eq_mul hQ hR hV, hV⟩
```

## Three equivalent descriptions

The main theorem assumes `hQ` and `hR`, the orthonormality of two sets with the same orbital labels and modes. `List.TFAE` states that the following are equivalent:

1. $R=VQ$ for some unitary $V$.
2. There is a $c$ with $|c|=1$ such that $A_R(s)=c\,A_Q(s)$ for every $s$.
3. $R^\dagger R=Q^\dagger Q$.

The earlier steps give 1 → 2, with $c=\det V$, as well as 2 → 1 and 1 → 3. For 3 → 1, compute

$$R=RR^\dagger R=RQ^\dagger Q,$$

so $V=RQ^\dagger$, the matrix of overlaps between the two sets, is the required mixing.

For a single Slater determinant in finitely many modes, canonical and localised occupied orbitals that are unitary mixings of each other therefore describe the same state, and a state-preparation routine may start from either. Superpositions of several determinants are not covered.

```lean
/-- For two orthonormal sets of occupied orbitals the following are equivalent: a unitary mixing
relates them, their Slater amplitudes agree up to one common phase, and their one-particle
density matrices are equal. -/
theorem same_slater_state_tfae {Q R : Matrix n m ℂ} (hQ : Q * Qᴴ = 1) (hR : R * Rᴴ = 1) :
    List.TFAE [∃ V ∈ Matrix.unitaryGroup n ℂ, R = V * Q,
      ∃ c : ℂ, ‖c‖ = 1 ∧ ∀ s, slaterAmplitude R s = c * slaterAmplitude Q s,
      Rᴴ * R = Qᴴ * Q] := by
  tfae_have 1 → 2 := by
    rintro ⟨V, hV, rfl⟩
    exact ⟨V.det, norm_det_unitary hV, slaterAmplitude_mul V Q⟩
  tfae_have 2 → 1 := by
    rintro ⟨c, _, h⟩
    exact unitary_of_proportional hQ hR c h
  tfae_have 1 → 3 := by
    rintro ⟨V, hV, rfl⟩
    exact density_mul hV Q
  tfae_have 3 → 1 := by
    intro h
    -- the overlap matrix of the two sets is the mixing matrix
    have hV : R = (R * Qᴴ) * Q := by
      rw [Matrix.mul_assoc, ← h, ← Matrix.mul_assoc, hR, Matrix.one_mul]
    exact ⟨R * Qᴴ, unitary_of_eq_mul hQ hR hV, hV⟩
  tfae_finish
```

## Rescaled orbitals

Take two orthonormal orbitals in three modes, each occupying one mode, and let $V=\operatorname{diag}(2,\tfrac12)$. Since $\det V=1$, all amplitudes stay the same. The $(0,0)$ entry of $Q^\dagger Q$, however, changes from $1$ to $4$. Without orthonormality of $R$, statement 2 thus no longer implies statement 3.

The physical state has not changed; $R^\dagger R$ has merely ceased to be its density matrix, because the rows of $R=VQ$ are no longer normalised. The proof checks $QQ^\dagger=1$ entry by entry, obtains the amplitudes from `slaterAmplitude_mul`, and refutes equality of the two matrices at the $(0,0)$ entry.

```lean
/-- Two orthonormal orbitals in three modes, rescaled by `2` and `1/2`, keep all their Slater
amplitudes, but the matrix `Qᴴ Q` changes. -/
theorem rescaling_changes_density :
    let Q : Matrix (Fin 2) (Fin 3) ℂ := !![1, 0, 0; 0, 1, 0]
    let V : Matrix (Fin 2) (Fin 2) ℂ := !![2, 0; 0, 1 / 2]
    Q * Qᴴ = 1 ∧ (∀ s, slaterAmplitude (V * Q) s = slaterAmplitude Q s) ∧
      (V * Q)ᴴ * (V * Q) ≠ Qᴴ * Q := by
  intro Q V
  refine ⟨?_, fun s => ?_, fun h => ?_⟩
  · ext i j
    fin_cases i <;> fin_cases j <;> simp [Q, Matrix.mul_apply, Fin.sum_univ_succ]
  · have hdet : V.det = 1 := by simp [V, Matrix.det_fin_two]
    rw [slaterAmplitude_mul, hdet, one_mul]
  · have h0 := congrFun (congrFun h 0) 0
    simp [Q, V, Matrix.mul_apply, Fin.sum_univ_succ] at h0
    -- the real parts would give 4 = 1
    have h1 := congrArg Complex.re h0
    norm_num [Complex.mul_re, Complex.conj_re, Complex.conj_im] at h1

end

end SlaterOrbitalMixing
```

```lean
#print axioms SlaterOrbitalMixing.same_slater_state_tfae
#print axioms SlaterOrbitalMixing.rescaling_changes_density
```

```
'SlaterOrbitalMixing.same_slater_state_tfae' depends on axioms: [propext, Classical.choice, Quot.sound]
'SlaterOrbitalMixing.rescaling_changes_density' depends on axioms: [propext, Classical.choice, Quot.sound]
```
